# For finitely many energy levels, the Gibbs-weighted average of an observable is its trace against the Boltzmann operator, divided by the partition function

A system has finitely many levels with real energies E_i, and its Hamiltonian H is the diagonal matrix of these energies. The theorem says that the diagonal elements of X, averaged with the normalised Gibbs weights at inverse temperature b, give Tr(e^(−bH) X) / Tr(e^(−bH)). Here b is any real number and X any complex matrix, Hermitian or not. The attempt first shows that e^(−bH) is diagonal with entries e^(−bE_i), then writes out both traces and compares the sums term by term.

As first written in Lean, the proof fails:

```lean
import Mathlib

open Matrix

namespace ThermalAverageEqTrace

noncomputable section

variable {n : Type*} [Fintype n] [DecidableEq n]

/-- The Hamiltonian with energy levels `E i`, written in its eigenbasis. -/
def hamiltonian (E : n → ℝ) : Matrix n n ℂ := Matrix.diagonal fun i => (E i : ℂ)

/-- The Gibbs weight of level `i` at inverse temperature `b`. -/
def gibbsWeight (b : ℝ) (E : n → ℝ) (i : n) : ℝ :=
  Real.exp (-b * E i) / ∑ j, Real.exp (-b * E j)

/-- The thermal average of an observable: its diagonal elements weighted with the Gibbs weights. -/
def thermalAverage (b : ℝ) (E : n → ℝ) (X : Matrix n n ℂ) : ℂ :=
  ∑ i, (gibbsWeight b E i : ℂ) * X i i

/-- The thermal average is the trace against `exp (-b H)` divided by the partition function. -/
theorem thermalAverage_eq_trace (b : ℝ) (E : n → ℝ) (X : Matrix n n ℂ) :
    thermalAverage b E X =
      (NormedSpace.exp (-(b : ℂ) • hamiltonian E) * X).trace /
        (NormedSpace.exp (-(b : ℂ) • hamiltonian E)).trace := by
  -- the Boltzmann operator is diagonal
  have hexp : NormedSpace.exp (-(b : ℂ) • hamiltonian E) =
      Matrix.diagonal fun i => ((Real.exp (-b * E i) : ℝ) : ℂ) := by
    rw [hamiltonian, ← Matrix.diagonal_smul, Matrix.exp_diagonal]
    congr 1
    funext i
    rw [Pi.exp_apply, ← Complex.exp_eq_exp_ℂ]
    simp
  rw [hexp, Matrix.trace_diagonal]
  simp only [thermalAverage, gibbsWeight, Matrix.trace, Matrix.diag_apply, Matrix.diagonal_mul]
  rw [Finset.sum_div]
  refine Finset.sum_congr rfl fun i _ => ?_
  push_cast
  ring

end

end ThermalAverageEqTrace
```

Messages:

```
Main.lean:33:8: error(lean.unknownIdentifier): Unknown identifier `Pi.exp_apply`
```

Cause. Lean reports that `Pi.exp_apply` is an unknown identifier: the name, as written, refers to nothing available in this file. The `rw` that calls it therefore fails.

The step needs a rule for the exponential of a function on the levels. After `Matrix.exp_diagonal` and `funext i`, the goal contains such an exponential evaluated at level `i`, and it must become the exponential of the single complex number found there. Only then can `← Complex.exp_eq_exp_ℂ` turn it into `Complex.exp`.

The repair proves this rule on the spot as `hpi`. Evaluation at `i` is a ring homomorphism, `Pi.evalRingHom`, and it is continuous by `continuous_apply i`; `NormedSpace.map_exp` says that such a map commutes with the exponential. The second change puts `hpi` in place of the unknown name in the `rw`, and the rest of the proof stands as it was.

Lean accepts the file once it reads:

```diff
@@ -25,4 +25,7 @@
       (NormedSpace.exp (-(b : ℂ) • hamiltonian E) * X).trace /
         (NormedSpace.exp (-(b : ℂ) • hamiltonian E)).trace := by
+  -- evaluation at one level is a continuous ring homomorphism, so it commutes with `exp`
+  have hpi : ∀ (v : n → ℂ) (i : n), NormedSpace.exp v i = NormedSpace.exp (v i) := fun v i =>
+    NormedSpace.map_exp (Pi.evalRingHom (fun _ : n => ℂ) i) (continuous_apply i) v
   -- the Boltzmann operator is diagonal
   have hexp : NormedSpace.exp (-(b : ℂ) • hamiltonian E) =
@@ -31,5 +34,5 @@
     congr 1
     funext i
-    rw [Pi.exp_apply, ← Complex.exp_eq_exp_ℂ]
+    rw [hpi, ← Complex.exp_eq_exp_ℂ]
     simp
   rw [hexp, Matrix.trace_diagonal]
```
